# Parity selection rules for one-photon, two-photon and second-harmonic amplitudes at nonreal frequencies

An intermediate state in an optical amplitude is represented here by a solution \(u\) of the response equation \((H-a)u=s\), not by the expression \((H-a)^{-1}s\). Lean assigns the zero matrix as the inverse of a singular matrix, so with the resolvent written into the statement the amplitudes would vanish at a resonance by convention. The equation makes the condition on \(a\) matter, and for Hermitian \(H\) and nonreal \(a\) the two descriptions are proved equivalent below.

States are complex vectors over a finite index type `n`, and operators are square matrices.

```lean
import Mathlib

open Matrix
open scoped ComplexOrder

namespace ParitySelectionRules

noncomputable section

variable {n : Type*} [Fintype n] [DecidableEq n]
```

A state \(v\) has parity \(\varepsilon\) under the parity operator \(P\) when \(Pv=\varepsilon v\): even for \(\varepsilon=1\), odd for \(\varepsilon=-1\). States need not be normalised.

```lean
/-- The state `v` has parity `ε` under the parity operator `P`. -/
def HasParity (P : Matrix n n ℂ) (ε : ℂ) (v : n → ℂ) : Prop := P *ᵥ v = ε • v
```

For a dipole component \(D\), the amplitude is \(\langle f,Dv\rangle\), conjugate-linear in \(f\).

```lean
/-- The matrix element `⟨f, D v⟩` of a dipole component `D`. -/
def transition (f : n → ℂ) (D : Matrix n n ℂ) (v : n → ℂ) : ℂ := star f ⬝ᵥ (D *ᵥ v)
```

In an optical amplitude the real part of \(a\) is the energy of the initial state plus the energies of the photons absorbed so far, minus those of the photons emitted. Its imaginary part stands for the broadening of the levels or the gradual switching-on of the field.

```lean
/-- The Hamiltonian shifted by a complex frequency, `H - a`. -/
def shifted (H : Matrix n n ℂ) (a : ℂ) : Matrix n n ℂ := H - a • (1 : Matrix n n ℂ)
```

Several photons give a chain \(\psi_0=g\), \((H-a_k)\psi_{k+1}=D_k\psi_k\), where \(g\) is the initial state.

```lean
/-- Successive responses to light: `ψ 0 = g`, and `ψ (k+1)` solves
`(H - a k) ψ (k+1) = D k ψ k`. -/
structure IsResponseChain (H : Matrix n n ℂ) (D : ℕ → Matrix n n ℂ) (a : ℕ → ℂ)
    (g : n → ℂ) (ψ : ℕ → n → ℂ) : Prop where
  start : ψ 0 = g
  step : ∀ k, shifted H (a k) *ᵥ ψ (k + 1) = D k *ᵥ ψ k
```

## Response away from the real axis

For Hermitian \(M\), \(\langle Mu,v\rangle=\langle u,Mv\rangle\).

```lean
omit [DecidableEq n] in
/-- A Hermitian operator can be moved from one side of the inner product to the other. -/
theorem hermitian_move {M : Matrix n n ℂ} (hM : M.IsHermitian) (u v : n → ℂ) :
    star (M *ᵥ u) ⬝ᵥ v = star u ⬝ᵥ (M *ᵥ v) := by
  rw [star_mulVec, hM.eq, ← dotProduct_mulVec]
```

Suppose \((H-a)v=0\), so \(Hv=av\). Evaluating \(\langle Hv,v\rangle=\langle v,Hv\rangle\) on both sides gives
\[
\bar a\,\langle v,v\rangle=a\,\langle v,v\rangle .
\]
If \(v\neq0\), the nonzero factor \(\langle v,v\rangle\) cancels and \(\bar a=a\), which contradicts \(\operatorname{Im}a\neq0\). The proof cancels the same factor and compares imaginary parts.

```lean
/-- At a nonreal frequency the response equation without a source has only the zero solution. -/
theorem response_unique {H : Matrix n n ℂ} (hH : H.IsHermitian) {a : ℂ} (ha : a.im ≠ 0)
    {v : n → ℂ} (h : shifted H a *ᵥ v = 0) : v = 0 := by
  rw [shifted, sub_mulVec, smul_mulVec, one_mulVec, sub_eq_zero] at h
  -- evaluate both sides of `⟨H v, v⟩ = ⟨v, H v⟩`
  have e := hermitian_move hH v v
  rw [h, star_smul, smul_dotProduct, dotProduct_smul, smul_eq_mul, smul_eq_mul] at e
  by_contra hv
  have hN : star v ⬝ᵥ v ≠ 0 := fun h0 => hv (dotProduct_star_self_eq_zero.mp h0)
  have e2 := congrArg Complex.im (mul_right_cancel₀ hN e)
  rw [Complex.star_def, Complex.conj_im] at e2
  exact ha (by linarith)
```

A square matrix with trivial kernel has nonzero determinant. Hence \(H-a\) is invertible, and multiplying by it or by its inverse converts \((H-a)u=s\) into \(u=(H-a)^{-1}s\) and back.

```lean
/-- At a nonreal frequency the response equation `(H - a) u = s` is solved exactly by
the resolvent applied to the source, `u = (H - a)⁻¹ s`. -/
theorem response_iff_resolvent {H : Matrix n n ℂ} (hH : H.IsHermitian) {a : ℂ}
    (ha : a.im ≠ 0) (u s : n → ℂ) :
    shifted H a *ᵥ u = s ↔ u = (shifted H a)⁻¹ *ᵥ s := by
  have hdet : IsUnit (shifted H a).det := isUnit_iff_ne_zero.mpr fun h => by
    obtain ⟨v, hv, hv0⟩ := exists_mulVec_eq_zero_iff.mpr h
    exact hv (response_unique hH ha hv0)
  constructor
  · rintro rfl
    rw [mulVec_mulVec, nonsing_inv_mul _ hdet, one_mulVec]
  · rintro rfl
    rw [mulVec_mulVec, mul_nonsing_inv _ hdet, one_mulVec]
```

## How parity passes through an amplitude

With the origin at the inversion centre, position changes sign under inversion, so \(PD=-DP\). If \(Pv=\varepsilon v\), then
\[
P(Dv)=-D(Pv)=-\varepsilon\,Dv .
\]

```lean
omit [DecidableEq n] in
/-- A dipole component that anticommutes with parity reverses the parity of a state. -/
theorem dipole_flips_parity {P D : Matrix n n ℂ} (hD : P * D = -(D * P)) {ε : ℂ}
    {v : n → ℂ} (hv : HasParity P ε v) : HasParity P (-ε) (D *ᵥ v) := by
  unfold HasParity at *
  rw [mulVec_mulVec, hD, neg_mulVec, ← mulVec_mulVec, hv, mulVec_smul, neg_smul]
```

The response keeps the parity of its source. Let \((H-a)u=s\), \(Ps=\varepsilon s\) and \(PH=HP\). Then
\[
(H-a)(Pu-\varepsilon u)=P(H-a)u-\varepsilon s=Ps-\varepsilon s=0,
\]
and uniqueness gives \(Pu=\varepsilon u\). In the code, `hc` is the commutation of \(P\) with \(H-a\).

```lean
/-- At a nonreal frequency the response of a parity-symmetric system has the parity
of its source. -/
theorem response_keeps_parity {P H : Matrix n n ℂ} (hH : H.IsHermitian)
    (hPH : P * H = H * P) {a : ℂ} (ha : a.im ≠ 0) {ε : ℂ} {u s : n → ℂ}
    (hs : HasParity P ε s) (hu : shifted H a *ᵥ u = s) : HasParity P ε u := by
  unfold HasParity at *
  have hc : shifted H a * P = P * shifted H a := by
    unfold shifted
    rw [sub_mul, mul_sub, hPH, smul_mul_assoc, mul_smul_comm, one_mul, mul_one]
  -- `P u` and `ε u` solve the same response equation
  refine sub_eq_zero.mp (response_unique hH ha ?_)
  rw [mulVec_sub, mulVec_mulVec, hc, ← mulVec_mulVec, mulVec_smul, hu, hs, sub_self]
```

Let \(f\) and \(v\) both have parity \(\varepsilon=\pm1\). Since \(P\) is Hermitian, \(\langle Pf,Dv\rangle=\langle f,PDv\rangle\), which reads
\[
\varepsilon\langle f,Dv\rangle=-\varepsilon\langle f,Dv\rangle .
\]
The amplitude is therefore zero. The proof treats the two signs separately. The involution property \(P^2=1\) is not used and is not assumed.

```lean
omit [DecidableEq n] in
/-- A dipole matrix element between two states of equal parity vanishes. -/
theorem transition_eq_zero {P D : Matrix n n ℂ} (hP : P.IsHermitian)
    (hD : P * D = -(D * P)) {ε : ℂ} (hε : ε = 1 ∨ ε = -1) {f v : n → ℂ}
    (hf : HasParity P ε f) (hv : HasParity P ε v) : transition f D v = 0 := by
  have h := hermitian_move hP f (D *ᵥ v)
  have hDv := dipole_flips_parity hD hv
  unfold HasParity at hf hDv
  rw [hf, hDv, star_smul, smul_dotProduct, dotProduct_smul, smul_eq_mul, smul_eq_mul] at h
  unfold transition
  rcases hε with rfl | rfl
  · rw [star_one] at h
    linear_combination h / 2
  · rw [star_neg, star_one] at h
    linear_combination -h / 2
```

## Selection rules

Let \(g\) be even. Each link of the chain flips parity once through the dipole and preserves it through the response, so by induction \(\psi_k\) has parity \((-1)^k\). A final dipole \(X\) then gives \(\langle f,X\psi_k\rangle=0\) whenever \(f\) has parity \((-1)^k\). This amplitude contains \(k+1\) dipoles.

```lean
/-- Multiphoton selection rule: starting from an even state, the amplitude with `k`
intermediate responses and a final dipole `X` vanishes for final states of parity `(-1)^k`. -/
theorem multiphoton_selection_rule {P H X : Matrix n n ℂ} {D : ℕ → Matrix n n ℂ}
    {a : ℕ → ℂ} {g : n → ℂ} {ψ : ℕ → n → ℂ} (hP : P.IsHermitian) (hH : H.IsHermitian)
    (hPH : P * H = H * P) (hX : P * X = -(X * P)) (hD : ∀ k, P * D k = -(D k * P))
    (ha : ∀ k, (a k).im ≠ 0) (hg : HasParity P 1 g) (hψ : IsResponseChain H D a g ψ)
    (k : ℕ) {f : n → ℂ} (hf : HasParity P ((-1) ^ k) f) : transition f X (ψ k) = 0 := by
  -- each link of the chain reverses the parity once
  have key : ∀ j, HasParity P ((-1) ^ j) (ψ j) := by
    intro j
    induction j with
    | zero => rw [hψ.start, pow_zero]; exact hg
    | succ j ih =>
      have h := response_keeps_parity hH hPH (ha j) (dipole_flips_parity (hD j) ih) (hψ.step j)
      rwa [pow_succ, mul_neg_one]
  exact transition_eq_zero hP hX (neg_one_pow_eq_or ℂ k) hf (key k)
```

For dipole components \(x,y,z\) and nonreal \(a,b\), the three optical cases are:

- \(\langle f,xg\rangle=0\) for even \(f\), because \(g\) is even.
- \(\langle f,xu\rangle=0\) for odd \(f\), where \((H-a)u=yg\), because \(yg\) and hence \(u\) are odd.
- \(\langle g,xw\rangle=0\), where \((H-b)v=zg\) and \((H-a)w=yv\), because \(v\) is odd and \(w\) is even.

The second and third expressions each have one fixed order of the dipoles. In perturbation theory with electric-dipole coupling, the full two-photon and second-harmonic amplitudes are sums of such terms over the possible orders, each with its own shifts, and for nonreal shifts every term vanishes by the same argument. The theorem does not require \(g\) to be an eigenstate of \(H\). In a finite, Hermitian, inversion-symmetric model of excitons, with an even ground state, electric-dipole absorption thus reaches, among final states of definite parity, only odd ones with one photon and only even ones with two photons. The non-Hermitian form of the Bethe-Salpeter equation, with resonant-antiresonant coupling, is not covered.

```lean
/-- Optical selection rules for an even state `g`: one-photon amplitudes to even states,
two-photon amplitudes to odd states, and the second-harmonic term all vanish. -/
theorem optical_selection_rules {P H x y z : Matrix n n ℂ} {a b : ℂ} {g : n → ℂ}
    (hP : P.IsHermitian) (hH : H.IsHermitian) (hPH : P * H = H * P)
    (hx : P * x = -(x * P)) (hy : P * y = -(y * P)) (hz : P * z = -(z * P))
    (ha : a.im ≠ 0) (hb : b.im ≠ 0) (hg : HasParity P 1 g) :
    (∀ f, HasParity P 1 f → transition f x g = 0) ∧
    (∀ f u, HasParity P (-1) f → shifted H a *ᵥ u = y *ᵥ g → transition f x u = 0) ∧
    (∀ v w, shifted H b *ᵥ v = z *ᵥ g → shifted H a *ᵥ w = y *ᵥ v →
      transition g x w = 0) := by
  refine ⟨fun f hf => transition_eq_zero hP hx (Or.inl rfl) hf hg, fun f u hf hu => ?_,
    fun v w hv hw => ?_⟩
  · exact transition_eq_zero hP hx (Or.inr rfl) hf
      (response_keeps_parity hH hPH ha (dipole_flips_parity hy hg) hu)
  · have h1 := response_keeps_parity hH hPH hb (dipole_flips_parity hz hg) hv
    have h2 := response_keeps_parity hH hPH ha (dipole_flips_parity hy h1) hw
    rw [neg_neg] at h2
    exact transition_eq_zero hP hx (Or.inl rfl) hg h2
```

## A two-level system and the condition on \(a\)

Take one even level at energy 0 and one odd level at energy 1, coupled by a dipole.

```lean
/-- Parity of a two-level system with one even and one odd level. -/
def levelP : Matrix (Fin 2) (Fin 2) ℂ := !![1, 0; 0, -1]

/-- Hamiltonian of the two-level system, with energies 0 and 1. -/
def levelH : Matrix (Fin 2) (Fin 2) ℂ := !![0, 0; 0, 1]

/-- Dipole operator coupling the two levels. -/
def levelX : Matrix (Fin 2) (Fin 2) ℂ := !![0, 1; 1, 0]
```

Checking the matrix entries confirms the symmetries. The transition from the even level \((1,0)\) to the odd level \((0,1)\) has amplitude 1, so the hypotheses do not suppress every transition.

```lean
/-- The two-level system has the required symmetries, the state `(1, 0)` is even, and the dipole
matrix element from `(1, 0)` to `(0, 1)` equals 1. -/
theorem optical_selection_rules_witness :
    levelP.IsHermitian ∧ levelH.IsHermitian ∧ levelP * levelH = levelH * levelP ∧
    levelP * levelX = -(levelX * levelP) ∧ HasParity levelP 1 ![1, 0] ∧
    transition ![0, 1] levelX ![1, 0] = 1 := by
  refine ⟨?_, ?_, ?_, ?_, ?_, ?_⟩
  · change levelPᴴ = levelP
    ext i j; fin_cases i <;> fin_cases j <;> simp [levelP]
  · change levelHᴴ = levelH
    ext i j; fin_cases i <;> fin_cases j <;> simp [levelH]
  · ext i j; fin_cases i <;> fin_cases j <;> simp [levelP, levelH]
  · ext i j; fin_cases i <;> fin_cases j <;> simp [levelP, levelX]
  · unfold HasParity
    ext i; fin_cases i <;> simp [levelP, mulVec, dotProduct, Fin.sum_univ_succ]
  · simp [transition, levelX, mulVec, dotProduct, Fin.sum_univ_succ]
```

At \(a=0\), which is an eigenvalue of \(H\), the source \(X(1,0)=(0,1)\) is odd, but the response equation fixes only the second component of \(u\). The choice \(u=(1,1)\) has no definite parity and gives the two-photon amplitude \(\langle(0,1),Xu\rangle=1\) to the odd level. The two-photon rule therefore fails for this solution. Since the initial level also has energy 0, \(a=0\) corresponds to a photon of zero energy: the example tests the hypothesis on \(a\) and does not model an optical resonance. For a real \(a\) that is not an eigenvalue of \(H\), the response is again unique and the same argument gives the selection rules; the theorems here state only the nonreal case.

```lean
/-- At the real frequency 0 the two-level system has a solution of the response equation
whose two-photon amplitude to the odd level equals 1. -/
theorem two_photon_rule_fails_at_resonance :
    shifted levelH 0 *ᵥ ![1, 1] = levelX *ᵥ ![1, 0] ∧ HasParity levelP (-1) ![0, 1] ∧
    transition ![0, 1] levelX ![1, 1] = 1 := by
  refine ⟨?_, ?_, ?_⟩
  · ext i
    fin_cases i <;> simp [shifted, levelH, levelX, mulVec, dotProduct, Fin.sum_univ_succ]
  · unfold HasParity
    ext i; fin_cases i <;> simp [levelP, mulVec, dotProduct, Fin.sum_univ_succ]
  · simp [transition, levelX, mulVec, dotProduct, Fin.sum_univ_succ]

end

end ParitySelectionRules
```

```lean
#print axioms ParitySelectionRules.response_iff_resolvent
#print axioms ParitySelectionRules.multiphoton_selection_rule
#print axioms ParitySelectionRules.optical_selection_rules
#print axioms ParitySelectionRules.two_photon_rule_fails_at_resonance
```

```
'ParitySelectionRules.response_iff_resolvent' depends on axioms: [propext, Classical.choice, Quot.sound]
'ParitySelectionRules.multiphoton_selection_rule' depends on axioms: [propext, Classical.choice, Quot.sound]
'ParitySelectionRules.optical_selection_rules' depends on axioms: [propext, Classical.choice, Quot.sound]
'ParitySelectionRules.two_photon_rule_fails_at_resonance' depends on axioms: [propext, Classical.choice, Quot.sound]
```
